# The weights of two vectors on a finite orthonormal basis differ in total by at most ‖v − w‖(‖v‖ + ‖w‖)

For a single level on which two state vectors have the complex amplitudes $a$ and $b$, the weights obey $\bigl||a|^2-|b|^2\bigr| = \bigl||a|-|b|\bigr|\,(|a|+|b|) \le |a-b|\,(|a|+|b|)$, so they differ by no more than a multiple of the amplitude error. The Lean file below carries this estimate from one level to all levels of a finite orthonormal basis, and from there to the spectral weight in any energy window of a Hermitian operator on a finite-dimensional space.

```lean
import Mathlib

open Finset

namespace InexactStartVector

noncomputable section

variable {V : Type*} [NormedAddCommGroup V] [InnerProductSpace ℂ V]
variable {ι : Type*} [Fintype ι]

/-- The weight `|⟨u_i, v⟩|²` of the vector `v` on the basis state `u_i`. -/
def levelWeight (u : OrthonormalBasis ι ℂ V) (i : ι) (v : V) : ℝ :=
  ‖inner ℂ (u i) v‖ ^ 2

/-- Parseval: the weights of a vector on an orthonormal basis add up to its squared norm. -/
theorem sum_levelWeight (u : OrthonormalBasis ι ℂ V) (v : V) :
    ∑ i, levelWeight u i v = ‖v‖ ^ 2 := by
  unfold levelWeight
  rw [← u.repr.norm_map v, EuclideanSpace.norm_sq_eq]
  simp only [u.repr_apply_apply]

/-- Cauchy-Schwarz for the moduli of the amplitudes of two vectors in an orthonormal basis. -/
theorem sum_amplitudes_le (u : OrthonormalBasis ι ℂ V) (x y : V) :
    ∑ i, ‖inner ℂ (u i) x‖ * ‖inner ℂ (u i) y‖ ≤ ‖x‖ * ‖y‖ := by
  have h := Finset.sum_mul_sq_le_sq_mul_sq Finset.univ
    (fun i => ‖inner ℂ (u i) x‖) (fun i => ‖inner ℂ (u i) y‖)
  have hx := sum_levelWeight u x
  have hy := sum_levelWeight u y
  unfold levelWeight at hx hy
  rw [hx, hy, ← mul_pow] at h
  exact (le_abs_self _).trans (abs_le_of_sq_le_sq h (by positivity))

/-- The weights of two vectors on an orthonormal basis differ, summed over all basis states,
by at most `‖v - w‖ (‖v‖ + ‖w‖)`. -/
theorem sum_abs_levelWeight_sub_le (u : OrthonormalBasis ι ℂ V) (v w : V) :
    ∑ i, |levelWeight u i v - levelWeight u i w| ≤ ‖v - w‖ * (‖v‖ + ‖w‖) := by
  -- one level: difference of squares and the reverse triangle inequality
  have level : ∀ i, |levelWeight u i v - levelWeight u i w| ≤
      ‖inner ℂ (u i) (v - w)‖ * ‖inner ℂ (u i) v‖ +
      ‖inner ℂ (u i) (v - w)‖ * ‖inner ℂ (u i) w‖ := by
    intro i
    unfold levelWeight
    rw [sq_sub_sq, abs_mul, abs_of_nonneg (by positivity), inner_sub_right, ← mul_add,
      mul_comm]
    exact mul_le_mul_of_nonneg_right (abs_norm_sub_norm_le _ _) (by positivity)
  -- all levels: Cauchy-Schwarz for each of the two terms
  calc ∑ i, |levelWeight u i v - levelWeight u i w|
      ≤ ∑ i, (‖inner ℂ (u i) (v - w)‖ * ‖inner ℂ (u i) v‖ +
          ‖inner ℂ (u i) (v - w)‖ * ‖inner ℂ (u i) w‖) :=
        Finset.sum_le_sum fun i _ => level i
    _ ≤ ‖v - w‖ * ‖v‖ + ‖v - w‖ * ‖w‖ := by
        rw [Finset.sum_add_distrib]
        exact add_le_add (sum_amplitudes_le u _ _) (sum_amplitudes_le u _ _)
    _ = ‖v - w‖ * (‖v‖ + ‖w‖) := by ring

/-- The bound is attained when the second vector is a real non-negative multiple
of the first. -/
theorem sum_abs_levelWeight_sub_eq (u : OrthonormalBasis ι ℂ V) (v : V) {c : ℝ}
    (hc : 0 ≤ c) :
    ∑ i, |levelWeight u i v - levelWeight u i ((c : ℂ) • v)| =
      ‖v - (c : ℂ) • v‖ * (‖v‖ + ‖(c : ℂ) • v‖) := by
  have level : ∀ i, |levelWeight u i v - levelWeight u i ((c : ℂ) • v)| =
      |1 - c| * (1 + c) * levelWeight u i v := by
    intro i
    have hp : 0 ≤ levelWeight u i v := sq_nonneg _
    have hs : levelWeight u i ((c : ℂ) • v) = c ^ 2 * levelWeight u i v := by
      unfold levelWeight
      rw [inner_smul_right, norm_mul, mul_pow, Complex.norm_real, Real.norm_eq_abs, sq_abs]
    have hf : levelWeight u i v - c ^ 2 * levelWeight u i v =
        (1 - c) * ((1 + c) * levelWeight u i v) := by ring
    rw [hs, hf, abs_mul, abs_of_nonneg (mul_nonneg (by linarith) hp), mul_assoc]
  have hd : ‖v - (c : ℂ) • v‖ = |1 - c| * ‖v‖ := by
    have h : v - (c : ℂ) • v = ((1 - c : ℝ) : ℂ) • v := by
      push_cast
      module
    rw [h, norm_smul, Complex.norm_real, Real.norm_eq_abs]
  have hn : ‖(c : ℂ) • v‖ = c * ‖v‖ := by
    rw [norm_smul, Complex.norm_real, Real.norm_eq_abs, abs_of_nonneg hc]
  rw [Finset.sum_congr rfl fun i _ => level i, ← Finset.mul_sum, sum_levelWeight, hd, hn]
  ring

variable [FiniteDimensional ℂ V] {n : ℕ} {H : V →ₗ[ℂ] V}

/-- The spectral weight of `v` seen through an energy filter `f`: the sum of
`f(E_i) |⟨u_i, v⟩|²` over the eigenvalues and orthonormal eigenvectors of the
Hermitian operator `H`. -/
def filteredWeight (hH : H.IsSymmetric) (hn : Module.finrank ℂ V = n)
    (f : ℝ → ℝ) (v : V) : ℝ :=
  ∑ i, f (hH.eigenvalues hn i) * levelWeight (hH.eigenvectorBasis hn) i v

/-- The spectral weight of `v` in the energy window `S`: the filter is one inside `S`
and zero outside. -/
def windowWeight (hH : H.IsSymmetric) (hn : Module.finrank ℂ V = n)
    (S : Set ℝ) (v : V) : ℝ :=
  filteredWeight hH hn (S.indicator fun _ => 1) v

/-- For a filter bounded by `M`, the filtered spectral weights of two vectors differ by at
most `M ‖v - w‖ (‖v‖ + ‖w‖)`. -/
theorem abs_filteredWeight_sub_le (hH : H.IsSymmetric) (hn : Module.finrank ℂ V = n)
    {f : ℝ → ℝ} {M : ℝ} (hf : ∀ E, |f E| ≤ M) (v w : V) :
    |filteredWeight hH hn f v - filteredWeight hH hn f w| ≤
      M * (‖v - w‖ * (‖v‖ + ‖w‖)) := by
  have hM : 0 ≤ M := (abs_nonneg _).trans (hf 0)
  unfold filteredWeight
  rw [← Finset.sum_sub_distrib]
  refine (Finset.abs_sum_le_sum_abs _ _).trans ?_
  refine le_trans ?_ (mul_le_mul_of_nonneg_left
    (sum_abs_levelWeight_sub_le (hH.eigenvectorBasis hn) v w) hM)
  rw [Finset.mul_sum]
  refine Finset.sum_le_sum fun i _ => ?_
  rw [← mul_sub, abs_mul]
  exact mul_le_mul_of_nonneg_right (hf _) (abs_nonneg _)

/-- In every energy window the spectral weights of two start vectors differ by at most
`‖v - w‖ (‖v‖ + ‖w‖)`. -/
theorem abs_windowWeight_sub_le (hH : H.IsSymmetric) (hn : Module.finrank ℂ V = n)
    (S : Set ℝ) (v w : V) :
    |windowWeight hH hn S v - windowWeight hH hn S w| ≤ ‖v - w‖ * (‖v‖ + ‖w‖) := by
  have hf : ∀ E, |S.indicator (fun _ => (1 : ℝ)) E| ≤ 1 := by
    intro E
    by_cases h : E ∈ S
    · simp only [Set.indicator_of_mem h, abs_one, le_refl]
    · simp only [Set.indicator_of_notMem h, abs_zero, zero_le_one]
  have h := abs_filteredWeight_sub_le hH hn hf v w
  rwa [one_mul] at h

/-- For two start vectors of equal norm, the spectral weights in any energy window differ
by at most `‖v - w‖ ‖v‖`. -/
theorem abs_windowWeight_sub_le_of_norm_eq (hH : H.IsSymmetric)
    (hn : Module.finrank ℂ V = n) (S : Set ℝ) {v w : V} (hvw : ‖v‖ = ‖w‖) :
    |windowWeight hH hn S v - windowWeight hH hn S w| ≤ ‖v - w‖ * ‖v‖ := by
  -- shift the filter by 1/2; the total weight is the same for both vectors
  have shift : ∀ x, windowWeight hH hn S x =
      filteredWeight hH hn (fun E => S.indicator (fun _ => (1 : ℝ)) E - 1 / 2) x
        + ‖x‖ ^ 2 / 2 := by
    intro x
    unfold windowWeight filteredWeight
    rw [← sum_levelWeight (hH.eigenvectorBasis hn) x, Finset.sum_div,
      ← Finset.sum_add_distrib]
    refine Finset.sum_congr rfl fun i _ => ?_
    ring
  have hf : ∀ E, |S.indicator (fun _ => (1 : ℝ)) E - 1 / 2| ≤ 1 / 2 := by
    intro E
    rw [abs_le]
    by_cases h : E ∈ S
    · rw [Set.indicator_of_mem h]
      constructor <;> norm_num
    · rw [Set.indicator_of_notMem h]
      constructor <;> norm_num
  have h := abs_filteredWeight_sub_le hH hn hf v w
  rw [shift v, shift w, ← hvw, add_sub_add_right_eq_sub]
  rw [← hvw] at h
  refine h.trans (le_of_eq ?_)
  ring

end

end InexactStartVector
```

```lean
#print axioms InexactStartVector.sum_abs_levelWeight_sub_le
#print axioms InexactStartVector.sum_abs_levelWeight_sub_eq
#print axioms InexactStartVector.abs_windowWeight_sub_le
#print axioms InexactStartVector.abs_windowWeight_sub_le_of_norm_eq
```

```
'InexactStartVector.sum_abs_levelWeight_sub_le' depends on axioms: [propext, Classical.choice, Quot.sound]
'InexactStartVector.sum_abs_levelWeight_sub_eq' depends on axioms: [propext, Classical.choice, Quot.sound]
'InexactStartVector.abs_windowWeight_sub_le' depends on axioms: [propext, Classical.choice, Quot.sound]
'InexactStartVector.abs_windowWeight_sub_le_of_norm_eq' depends on axioms: [propext, Classical.choice, Quot.sound]
```

## Weights, filters and windows

The state space `V` is a complex inner product space, and `u : OrthonormalBasis ι ℂ V` is an orthonormal basis $u_i$ whose index type `ι` is finite. Lean's `inner ℂ x y` is conjugate-linear in the first argument, as the bracket $\langle x, y\rangle$ is in physics. The definition `levelWeight u i v` is therefore

$$p_i(v) = |\langle u_i, v\rangle|^2 .$$

If $v$ is normalised, this is the probability of finding the system in the state $u_i$. No theorem in the file requires normalisation, and for a general $v$ the weights add up to $\lVert v\rVert^2$.

The main theorem, `sum_abs_levelWeight_sub_le`, says that for any two vectors $v$ and $w$

$$\sum_i |p_i(v)-p_i(w)| \le \lVert v-w\rVert\,\bigl(\lVert v\rVert+\lVert w\rVert\bigr).$$

No Hamiltonian appears in it. It holds for every finite orthonormal basis, and so for every orthonormal eigenbasis of every Hermitian matrix.

The Hamiltonian enters afterwards as a linear map `H` with `hH : H.IsSymmetric`, which means $\langle Hx,y\rangle=\langle x,Hy\rangle$ for all $x$ and $y$. In finite dimension this is a Hermitian matrix written without a choice of basis. The hypothesis `hn` only gives the name $n$ to the dimension. Mathlib's spectral theorem then supplies the real eigenvalues $E_i$ as `hH.eigenvalues hn i`, repeated according to multiplicity, and matching orthonormal eigenvectors as `hH.eigenvectorBasis hn`.

With these, `filteredWeight` is the sum $F_f(v)=\sum_i f(E_i)\,p_i(v)$ for a real function $f$ of the energy. The special case `windowWeight` takes $f$ to be one on a set $S$ of energies and zero elsewhere, which gives

$$W_S(v)=\sum_{E_i\in S} p_i(v).$$

The set $S$ is arbitrary: an interval, a union of intervals or a single eigenvalue. Three bounds follow:

- If $|f(E)|\le M$ for all real $E$, then $F_f$ changes by at most $M\lVert v-w\rVert(\lVert v\rVert+\lVert w\rVert)$.
- Every window weight $W_S$ changes by at most $\lVert v-w\rVert(\lVert v\rVert+\lVert w\rVert)$.
- If $\lVert v\rVert=\lVert w\rVert$, every window weight changes by at most $\lVert v-w\rVert\,\lVert v\rVert$.

The filter has to be bounded on the whole real line, although only its values at the eigenvalues enter $F_f$. An unbounded function such as $f(E)=E$ can be set to zero away from the spectrum before the theorem is applied, and this leaves $F_f$ unchanged.

## What an inexact start vector does to a spectrum

A spectral function of the form $\sum_i p_i(v)\,\delta(E-E_i)$ is fixed by the Hamiltonian and a start vector $v$. For a local density of states, $v$ is a localised orbital. For an absorption spectrum, it is the dipole operator applied to the ground state, and an approximate ground state then yields an approximate start vector $w$. For a Hamiltonian represented in a finite basis, the window bound limits how much the total weight $\sum p_i$ in any part of the spectrum can change through this error. Absorption intensities also contain a factor of the transition energy, which is not part of these weights.

The bound is of first order in the error. If $\lVert v-w\rVert=\varepsilon$, then $\lVert w\rVert\le\lVert v\rVert+\varepsilon$, and the right-hand side is at most $2\varepsilon\lVert v\rVert+\varepsilon^2$. For two normalised vectors the third bound is simply $\varepsilon$: if the two vectors are a distance $0.01$ apart, the weight in any window changes by at most $0.01$. Neither the number of levels nor their spacing enters.

Both vectors are analysed with the same $H$ and its exact eigenvectors. Errors in the Hamiltonian, the finite number of steps in a Lanczos or Chebyshev calculation, and rounding are separate sources of error about which the theorems say nothing. The same is true of continuous spectra, since the space is finite-dimensional.

If an eigenvalue is degenerate, the individual $p_i(v)$ depend on which eigenvectors were chosen within its eigenspace. The window weight does not, because it is the squared norm of the projection of $v$ onto the eigenspaces with energy in $S$; this familiar identity is quoted here for interpretation and is neither stated nor used in the file.

## From one level to all levels

Write $a_i=\langle u_i,v\rangle$ and $b_i=\langle u_i,w\rangle$. By linearity, $\langle u_i,v-w\rangle=a_i-b_i$. The estimate for one level reads

$$|p_i(v)-p_i(w)| = \bigl||a_i|-|b_i|\bigr|\,(|a_i|+|b_i|) \le |a_i-b_i|\,|a_i| + |a_i-b_i|\,|b_i| .$$

In the Lean proof this is the local statement `level`. The rewrite `sq_sub_sq` factors the difference of squares, and `abs_norm_sub_norm_le` is the reverse triangle inequality.

Summing over $i$ leaves two sums of products of moduli. The Cauchy-Schwarz inequality for real sequences bounds the first by

$$\sum_i |a_i-b_i|\,|a_i| \le \Bigl(\sum_i|a_i-b_i|^2\Bigr)^{1/2}\Bigl(\sum_i|a_i|^2\Bigr)^{1/2} = \lVert v-w\rVert\,\lVert v\rVert .$$

The last equality is Parseval's identity, $\sum_i|\langle u_i,x\rangle|^2=\lVert x\rVert^2$, used for $x=v-w$ and for $x=v$. In the same way the second sum is at most $\lVert v-w\rVert\,\lVert w\rVert$. Adding the two gives the main bound.

The file proves these ingredients first. `sum_levelWeight` is Parseval's identity: the map `u.repr` sends a vector to its coordinates and preserves the norm, and the coordinates are the amplitudes. `sum_amplitudes_le` is the Cauchy-Schwarz step for two arbitrary vectors $x$ and $y$. Mathlib states that inequality in squared form, and `abs_le_of_sq_le_sq` removes the squares. The `calc` block of the main theorem then sums the level estimates, splits the sum in two and applies `sum_amplitudes_le` to each part.

## When the bound is attained

Let $w=cv$ with a real number $c\ge 0$. Then $p_i(w)=c^2p_i(v)$, and

$$\sum_i|p_i(v)-p_i(w)| = |1-c^2|\sum_i p_i(v) = |1-c|\,(1+c)\,\lVert v\rVert^2 .$$

On the other side, $\lVert v-w\rVert=|1-c|\,\lVert v\rVert$ and $\lVert v\rVert+\lVert w\rVert=(1+c)\lVert v\rVert$, so the product is the same. This is `sum_abs_levelWeight_sub_eq`, where `hs` is the scaling of the weights, and `hd` and `hn` give the norms of $v-w$ and $w$; this local `hn` is unrelated to the dimension hypothesis of the same name. For $v\neq0$ and $c\neq1$ both sides are positive, so the main bound fails if its right-hand side is multiplied by any constant below one.

The equality does not extend to all real $c$. For $c=-1$ and $v\ne0$ the weights of $v$ and $w$ coincide, while the right-hand side is $4\lVert v\rVert^2$. The weights do not see a global phase, but $\lVert v-w\rVert$ does. When two computed start vectors are compared, $w$ may therefore be multiplied by the phase factor that brings it closest to $v$ before the bound is evaluated.

## From levels to energy windows

For a filter with $|f|\le M$, the triangle inequality gives

$$|F_f(v)-F_f(w)| \le \sum_i |f(E_i)|\,|p_i(v)-p_i(w)| \le M\sum_i|p_i(v)-p_i(w)| ,$$

and the main theorem bounds the last sum. The proof of `abs_filteredWeight_sub_le` uses the same chain, with `Finset.abs_sum_le_sum_abs` as the triangle inequality; it invokes the main theorem before it checks the bound on $f$ term by term. The indicator function of $S$ is bounded by one, so $M=1$ gives `abs_windowWeight_sub_le`.

For vectors of equal norm a shift of the filter gains a factor of two. Let $g$ be the indicator of $S$ minus $\tfrac12$. It takes only the values $\tfrac12$ and $-\tfrac12$, so $|g|\le\tfrac12$. By Parseval's identity,

$$W_S(x) = F_g(x)+\tfrac12\lVert x\rVert^2$$

for every vector $x$. If $\lVert v\rVert=\lVert w\rVert$, the last term cancels in the difference, and

$$|W_S(v)-W_S(w)| = |F_g(v)-F_g(w)| \le \tfrac12\,\lVert v-w\rVert\cdot 2\lVert v\rVert = \lVert v-w\rVert\,\lVert v\rVert .$$

In physical terms, the total weight is the same for both vectors, so whatever the window loses the remaining levels gain. The total change over all levels therefore counts the transferred weight at least twice. In the proof of `abs_windowWeight_sub_le_of_norm_eq`, the identity for $W_S$ is the local statement `shift`, and `hf` is the bound on $g$.

The condition $\lVert v\rVert=\lVert w\rVert$ can't be relaxed to $\lVert v\rVert\le\lVert w\rVert$. With $v=0$, $w\neq0$ and $S$ the whole real line, the window weight changes by $\lVert w\rVert^2$, while $\lVert v-w\rVert\,\lVert v\rVert$ is zero.

## Two levels with numbers

Take a two-level system with distinct energies $E_0$ and $E_1$, orthonormal eigenvectors $u_0$ and $u_1$, and the normalised vectors

$$v=\tfrac35u_0+\tfrac45u_1,\qquad w=\tfrac45u_0+\tfrac35u_1 .$$

The weights of $v$ are $\tfrac{9}{25}$ and $\tfrac{16}{25}$, and those of $w$ are $\tfrac{16}{25}$ and $\tfrac{9}{25}$. Each level changes by $\tfrac{7}{25}$, so the sum of the changes is $\tfrac{14}{25}=0.56$.

The difference $v-w=-\tfrac15u_0+\tfrac15u_1$ has norm $\tfrac{\sqrt2}{5}\approx0.283$. The main bound is twice this, about $0.566$, and lies just above the actual sum.

For a window that contains only $E_0$, the weight changes by $0.28$. The general window bound gives $0.566$, and the bound for equal norms gives $0.283$.
